# Substitutions that conserve the cell mass have zero coherent scattering strength for a uniform acoustic mode

Two sites of a crystal cell hold one heavy and one light isotope, in random order. A very long sound wave moves both sites together. Does it scatter from the disorder, and does a formula that treats the sites as independent give the right answer?

Let the cell have finitely many sites $a$, with reference masses $m_a>0$ and random real deviations $d_a$. Write $E$ for the disorder average. In Lean the sites form the type `ι`, the configurations form `Ω`, and $E$ is the integral over a measure `μ`, which is a probability measure in the physical reading. By hand, take at least one site and finite second moments; Lean states these assumptions only where a proof needs them.

```lean
import Mathlib

open MeasureTheory ProbabilityTheory

namespace CorrelatedMassDisorder

noncomputable section

variable {ι Ω : Type*} [Fintype ι] [MeasurableSpace Ω]
```

The total reference mass is $M=\sum_a m_a$.

```lean
/-- Total mass `M` of a cell with site masses `m a`. -/
def cellMass (m : ι → ℝ) : ℝ := ∑ a, m a
```

The mass fraction $w_a=m_a/M$ will serve as the acoustic site weight; part (a) justifies this.

```lean
/-- Weight `m a / M` of site `a` in a long-wavelength acoustic mode, for a cell of nonzero
total mass. -/
def acousticWeight (m : ι → ℝ) (a : ι) : ℝ := m a / cellMass m
```

A mode with mass-weighted amplitudes $e_a$ has displacements proportional to $e_a/\sqrt{m_a}$, so a mass change $d_a$ perturbs its kinetic energy in proportion to $d_ap_a/m_a$, with $p_a=e_a^2$. Adding these contributions before squaring gives the coherent strength
$$C(p)=E\Big[\Big(\sum_a \frac{d_a p_a}{m_a}\Big)^2\Big].$$

```lean
/-- Coherent scattering strength `E (∑ d_a p_a / m_a)²` of a mode with site weights `p`, for
nonzero site masses: the site perturbations are added before squaring and averaging. -/
def coherentStrength (μ : Measure Ω) (m p : ι → ℝ) (d : ι → Ω → ℝ) : ℝ :=
  ∫ ω, (∑ a, d a ω * p a / m a) ^ 2 ∂μ
```

Squaring site by site gives the independent-site strength
$$I(p)=\sum_a \frac{E(d_a^2)\,p_a^2}{m_a^2}.$$

```lean
/-- Independent-site scattering strength `∑ E (d_a²) p_a² / m_a²`, for nonzero site masses:
each site is squared and averaged on its own. -/
def independentStrength (μ : Measure Ω) (m p : ι → ℝ) (d : ι → Ω → ℝ) : ℝ :=
  ∑ a, (∫ ω, d a ω ^ 2 ∂μ) * p a ^ 2 / m a ^ 2
```

Both leave out the frequency and density-of-states factors of a scattering rate. The model has mass disorder in one cell and a strictly uniform mode; force-constant changes, phase differences across the cell and correlations between cells are absent.

## (a) Weights of a uniform translation

Let $e_a=c\sqrt{m_a}$ with $\sum_a e_a^2=1$. Show that
$$e_a^2=\frac{m_a}{M}.$$

**Solution.** Squaring gives $e_a^2=c^2m_a$. Summing over sites gives $c^2M=1$, hence $c^2=1/M$. In Lean, `he` is the translation, `hnorm` the normalisation, and `hM` the relation $c^2M=1$.

```lean
/-- A normalised uniform translation, with mass-weighted amplitudes `e a = c √(m a)` and
positive masses, has site weights `e a ² = m a / M`. -/
theorem translation_weight {m e : ι → ℝ} {c : ℝ} (hm : ∀ a, 0 < m a)
    (he : ∀ a, e a = c * √(m a)) (hnorm : ∑ a, e a ^ 2 = 1) (a : ι) :
    e a ^ 2 = acousticWeight m a := by
  have hsq : ∀ b, e b ^ 2 = c ^ 2 * m b := fun b => by
    rw [he, mul_pow, Real.sq_sqrt (hm b).le]
  -- normalisation fixes the amplitude: c² M = 1
  have hM : c ^ 2 * cellMass m = 1 := by
    rw [cellMass, Finset.mul_sum, ← hnorm]
    exact Finset.sum_congr rfl fun b _ => (hsq b).symm
  have hM0 : cellMass m ≠ 0 := by
    intro h0
    simp [h0] at hM
  rw [hsq, acousticWeight, eq_div_iff hM0]
  linear_combination m a * hM
```

## (b) Coherent strength of the acoustic mode

Show that
$$C(w)=\frac{E\big[(\sum_a d_a)^2\big]}{M^2}.$$

**Solution.** Each term is $d_a(m_a/M)/m_a=d_a/M$. The sum is therefore $\sum_a d_a/M$, and squaring and averaging gives the result. Lean proves this cancellation as `h` for each configuration `ω`, under the integral.

```lean
/-- For positive site masses, the coherent strength of an acoustic mode is the mean square
deviation of the total cell mass, divided by `M²`. -/
theorem coherent_acoustic (μ : Measure Ω) {m : ι → ℝ} (hm : ∀ a, 0 < m a)
    (d : ι → Ω → ℝ) :
    coherentStrength μ m (acousticWeight m) d
      = (∫ ω, (∑ a, d a ω) ^ 2 ∂μ) / cellMass m ^ 2 := by
  unfold coherentStrength
  rw [← integral_div]
  refine integral_congr_ae (ae_of_all _ fun ω => ?_)
  -- the site mass cancels in each term
  have h : ∑ a, d a ω * acousticWeight m a / m a = (∑ a, d a ω) / cellMass m := by
    rw [Finset.sum_div]
    refine Finset.sum_congr rfl fun a _ => ?_
    rw [acousticWeight, mul_div_assoc, div_right_comm, div_self (hm a).ne', mul_one_div]
  simp only [h, div_pow]
```

## (c) Independent-site strength of the acoustic mode

Show that
$$I(w)=\frac{\sum_a E(d_a^2)}{M^2}.$$

**Solution.** Here $w_a^2/m_a^2=1/M^2$ for every site, and the common factor comes out of the sum. Lean compares the two sums term by term.

```lean
/-- For positive site masses, the independent-site strength of an acoustic mode is the sum of
the mean square site deviations, divided by `M²`. -/
theorem independent_acoustic (μ : Measure Ω) {m : ι → ℝ} (hm : ∀ a, 0 < m a)
    (d : ι → Ω → ℝ) :
    independentStrength μ m (acousticWeight m) d
      = (∑ a, ∫ ω, d a ω ^ 2 ∂μ) / cellMass m ^ 2 := by
  rw [independentStrength, Finset.sum_div]
  refine Finset.sum_congr rfl fun a _ => ?_
  rw [acousticWeight, div_pow, mul_div_assoc, div_right_comm,
    div_self (pow_ne_zero 2 (hm a).ne'), mul_one_div]
```

## (d) Zero mean square

For a square-integrable real variable $X$, show that
$$E(X^2)=0\iff X=0\ \text{almost surely}.$$

**Solution.** A nonnegative integrable function has zero integral exactly when it vanishes almost everywhere. Apply this to $X^2$, which is zero exactly where $X$ is. The hypothesis `MemLp X 2 μ` is square-integrability, and `∀ᵐ` means "almost surely".

```lean
/-- A square-integrable random variable has zero mean square exactly when it vanishes almost
surely. -/
theorem meanSquare_eq_zero_iff {μ : Measure Ω} {X : Ω → ℝ} (hX : MemLp X 2 μ) :
    ∫ ω, X ω ^ 2 ∂μ = 0 ↔ ∀ᵐ ω ∂μ, X ω = 0 := by
  rw [integral_eq_zero_iff_of_nonneg (fun ω => sq_nonneg (X ω)) hX.integrable_sq]
  constructor
  · intro h
    filter_upwards [h] with ω hω
    exact (pow_eq_zero_iff two_ne_zero).1 hω
  · intro h
    filter_upwards [h] with ω hω
    simp [hω]
```

## (e) When the coherent strength vanishes

Show that
$$C(w)=0\iff \sum_a(m_a+d_a)=M\ \text{almost surely}.$$

**Solution.** Put $S=\sum_a d_a$, a finite sum of square-integrable variables and so square-integrable. Since $M>0$, part (b) gives $C(w)=0$ exactly when $E(S^2)=0$. By (d) this means $S=0$ almost surely, which is $M+S=M$. Lean follows the same order, with `hS` for the square-integrability of $S$.

```lean
/-- For positive masses and square-integrable deviations, the coherent acoustic strength
vanishes exactly when the substituted cell almost surely has the total mass `M`. -/
theorem coherent_eq_zero_iff [Nonempty ι] {μ : Measure Ω} {m : ι → ℝ} {d : ι → Ω → ℝ}
    (hm : ∀ a, 0 < m a) (hd : ∀ a, MemLp (d a) 2 μ) :
    coherentStrength μ m (acousticWeight m) d = 0
      ↔ ∀ᵐ ω ∂μ, cellMass (fun a => m a + d a ω) = cellMass m := by
  have hM : 0 < cellMass m := Finset.sum_pos (fun a _ => hm a) Finset.univ_nonempty
  have hS : MemLp (fun ω => ∑ a, d a ω) 2 μ := MeasureTheory.memLp_finsetSum _ fun a _ => hd a
  rw [coherent_acoustic μ hm, div_eq_zero_iff, or_iff_left (pow_ne_zero 2 hM.ne')]
  refine (meanSquare_eq_zero_iff hS).trans ?_
  simp only [cellMass, Finset.sum_add_distrib, add_eq_left]
```

## (f) When the independent-site strength is positive

Show that
$$I(w)>0\iff \text{some } d_a \text{ is not almost surely zero}.$$

**Solution.** By (c), $I(w)$ is a sum of nonnegative terms divided by $M^2>0$. It is positive exactly when some $E(d_a^2)$ is positive, and (d) translates that condition. Lean proves the forward direction by contradiction and the reverse one with `Finset.sum_pos'`.

```lean
/-- For positive masses and square-integrable deviations, the independent-site acoustic
strength is positive exactly when some site deviation is not almost surely zero. -/
theorem independent_pos_iff [Nonempty ι] {μ : Measure Ω} {m : ι → ℝ} {d : ι → Ω → ℝ}
    (hm : ∀ a, 0 < m a) (hd : ∀ a, MemLp (d a) 2 μ) :
    0 < independentStrength μ m (acousticWeight m) d
      ↔ ∃ a, ¬ ∀ᵐ ω ∂μ, d a ω = 0 := by
  have hM : 0 < cellMass m := Finset.sum_pos (fun a _ => hm a) Finset.univ_nonempty
  have h0 : ∀ a, 0 ≤ ∫ ω, d a ω ^ 2 ∂μ := fun a => integral_nonneg fun ω => sq_nonneg _
  rw [independent_acoustic μ hm, div_pos_iff_of_pos_right (pow_pos hM 2)]
  constructor
  · intro h
    by_contra hn
    simp only [not_exists, not_not] at hn
    exact h.ne' (Finset.sum_eq_zero fun a _ => (meanSquare_eq_zero_iff (hd a)).2 (hn a))
  · rintro ⟨a, ha⟩
    exact Finset.sum_pos' (fun b _ => h0 b) ⟨a, Finset.mem_univ a,
      lt_of_le_of_ne (h0 a) fun h => ha ((meanSquare_eq_zero_iff (hd a)).1 h.symm)⟩
```

## (g) Disorder at fixed cell mass

Suppose that $\sum_a(m_a+d_a)=M$ almost surely. Show that
$$C(w)=0,\qquad I(w)>0\iff \text{some } d_a \text{ is not almost surely zero}.$$

**Solution.** The first claim is (e) and the second is (f); Lean pairs them. The hypothesis `hcons` stands for substitutions that only rearrange mass inside the cell. No zero-mean condition is used.

```lean
/-- Let the masses be positive, the deviations square-integrable, and the total cell mass almost
surely unchanged by substitution. Then the coherent acoustic strength is zero, while the
independent-site strength is positive unless every deviation is almost surely zero. -/
theorem mass_conserving_disorder [Nonempty ι] {μ : Measure Ω} {m : ι → ℝ} {d : ι → Ω → ℝ}
    (hm : ∀ a, 0 < m a) (hd : ∀ a, MemLp (d a) 2 μ)
    (hcons : ∀ᵐ ω ∂μ, cellMass (fun a => m a + d a ω) = cellMass m) :
    coherentStrength μ m (acousticWeight m) d = 0 ∧
      (0 < independentStrength μ m (acousticWeight m) d
        ↔ ∃ a, ¬ ∀ᵐ ω ∂μ, d a ω = 0) :=
  ⟨(coherent_eq_zero_iff hm hd).2 hcons, independent_pos_iff hm hd⟩
```

## (h) The difference is inter-site correlation

Show that
$$C(w)=I(w)+\frac{1}{M^2}\sum_a\sum_{b\ne a}E(d_ad_b).$$

**Solution.** Expand $(\sum_a d_a)^2=\sum_a\sum_b d_ad_b$ and average; each product is integrable because its factors are square-integrable. The terms $b=a$ give $I(w)$ by (c), and the rest are the correlations $E(d_ad_b)$, which are covariances when the deviations have zero mean. In Lean, `key` is the expansion and `Finset.add_sum_erase` splits off the diagonal.

Given sampled cells, $C(w)$ in this model can be estimated by adding the deviations in each cell, squaring, averaging over samples and dividing by $M^2$. The site mean squares $E(d_a^2)$, together with $M$, determine $I(w)$ but in general not $C(w)$.

```lean
/-- For positive masses and square-integrable deviations, the coherent and independent-site
acoustic strengths differ by the sum of the correlations `E (d_a d_b)` between distinct sites,
divided by `M²`. -/
theorem coherent_eq_independent_add [DecidableEq ι] {μ : Measure Ω} {m : ι → ℝ}
    {d : ι → Ω → ℝ} (hm : ∀ a, 0 < m a) (hd : ∀ a, MemLp (d a) 2 μ) :
    coherentStrength μ m (acousticWeight m) d
      = independentStrength μ m (acousticWeight m) d
        + (∑ a, ∑ b ∈ Finset.univ.erase a, ∫ ω, d a ω * d b ω ∂μ) / cellMass m ^ 2 := by
  have hint : ∀ a b, Integrable (fun ω => d a ω * d b ω) μ :=
    fun a b => (hd a).integrable_mul (hd b)
  -- expand the square into all pairs of sites
  have key : ∫ ω, (∑ a, d a ω) ^ 2 ∂μ = ∑ a, ∑ b, ∫ ω, d a ω * d b ω ∂μ := by
    simp only [sq, Finset.sum_mul_sum]
    rw [MeasureTheory.integral_finsetSum _ fun a _ => MeasureTheory.integrable_finsetSum _ fun b _ => hint a b]
    exact Finset.sum_congr rfl fun a _ => MeasureTheory.integral_finsetSum _ fun b _ => hint a b
  rw [coherent_acoustic μ hm, independent_acoustic μ hm, key, ← add_div,
    ← Finset.sum_add_distrib]
  congr 1
  refine Finset.sum_congr rfl fun a _ => ?_
  -- split off the diagonal pair
  rw [← Finset.add_sum_erase _ _ (Finset.mem_univ a)]
  simp only [sq]
```

## (i) Independent sites

For zero-mean, pairwise independent deviations, show that
$$C(w)=I(w).$$

**Solution.** For $a\neq b$, independence gives $E(d_ad_b)=E(d_a)E(d_b)=0$, so the correlation sum in (h) vanishes. Lean makes the same factorisation using `hind`, then applies `hmean`.

Pairwise independence alone is not enough. Let two sites have the constant deviation $d_1=d_2=\delta\neq0$ under a probability measure. Constants are independent, yet $C(w)=4\delta^2/M^2$ and $I(w)=2\delta^2/M^2$. This describes one changed cell in a reference crystal. If every cell had the same deviation, the crystal would be periodic and the mode would not scatter. For a crystal disordered throughout, take the average masses as reference masses, which makes the mean deviations zero.

```lean
/-- For positive masses and square-integrable, zero-mean, pairwise independent deviations, the
independent-site formula gives the coherent acoustic strength. -/
theorem coherent_eq_independent {μ : Measure Ω} {m : ι → ℝ} {d : ι → Ω → ℝ}
    (hm : ∀ a, 0 < m a) (hd : ∀ a, MemLp (d a) 2 μ) (hmean : ∀ a, ∫ ω, d a ω ∂μ = 0)
    (hind : Pairwise fun a b => IndepFun (d a) (d b) μ) :
    coherentStrength μ m (acousticWeight m) d
      = independentStrength μ m (acousticWeight m) d := by
  classical
  rw [coherent_eq_independent_add hm hd, Finset.sum_eq_zero, zero_div, add_zero]
  intro a _
  refine Finset.sum_eq_zero fun b hb => ?_
  rw [(hind (Finset.ne_of_mem_erase hb).symm).integral_fun_mul_eq_mul_integral
    (hd a).aestronglyMeasurable (hd b).aestronglyMeasurable, hmean a, zero_mul]
```

## (j) Two sites exchanging mass

Let $d_0=\xi$ and $d_1=-\xi$. Show that
$$C(w)=0,\qquad I(w)=\frac{2E(\xi^2)}{M^2}.$$

**Solution.** The deviations add to zero, so (b) gives the first value. Their squares are both $\xi^2$, so (c) gives the second. In Lean the sites are `Fin 2`, and the vector `![ξ, fun ω => -ξ ω]` lists the deviations.

For the isotope pair of the opening, let both reference masses be the average mass, and let $\xi=\pm\delta$ according to the order. With $M=100$ and $\delta=2$ in the same mass unit, the independent-site formula gives $8\times10^{-4}$, while the coherent strength is zero.

```lean
/-- If two sites of positive mass exchange a random mass `ξ`, the coherent acoustic strength is
zero and the independent-site formula gives `2 E (ξ²) / M²`. -/
theorem two_site_exchange (μ : Measure Ω) {m : Fin 2 → ℝ} (hm : ∀ a, 0 < m a) (ξ : Ω → ℝ) :
    coherentStrength μ m (acousticWeight m) ![ξ, fun ω => -ξ ω] = 0 ∧
      independentStrength μ m (acousticWeight m) ![ξ, fun ω => -ξ ω]
        = 2 * (∫ ω, ξ ω ^ 2 ∂μ) / cellMass m ^ 2 := by
  constructor
  · rw [coherent_acoustic μ hm]
    simp [Fin.sum_univ_two]
  · rw [independent_acoustic μ hm, two_mul]
    simp [Fin.sum_univ_two]

end

end CorrelatedMassDisorder
```

```lean
#print axioms CorrelatedMassDisorder.translation_weight
#print axioms CorrelatedMassDisorder.mass_conserving_disorder
#print axioms CorrelatedMassDisorder.coherent_eq_independent
#print axioms CorrelatedMassDisorder.two_site_exchange
```

```
'CorrelatedMassDisorder.translation_weight' depends on axioms: [propext, Classical.choice, Quot.sound]
'CorrelatedMassDisorder.mass_conserving_disorder' depends on axioms: [propext, Classical.choice, Quot.sound]
'CorrelatedMassDisorder.coherent_eq_independent' depends on axioms: [propext, Classical.choice, Quot.sound]
'CorrelatedMassDisorder.two_site_exchange' depends on axioms: [propext, Classical.choice, Quot.sound]
```
